# The Aubry-André potential has an exact finite supercell only for rational modulation frequency

A band calculation for a modulated chain begins by choosing a cell length $p$, storing the on-site energies for $p$ sites and joining the last site to the first with a Bloch phase. That step is exact only if the potential repeats after $p$ sites. For the Aubry-André potential, an irrational modulation frequency, counted in cycles per site, rules out every finite $p$, and a calculation on a finite periodic cell then treats a nearby rational frequency or accepts a mismatch at the joint.

## Periods of the cosine and the error of a rational frequency

Let $n$ be an integer site index, $\beta$ a real modulation frequency in cycles per site, and $\varphi$ a real phase. The potential is

$$V_\beta(n)=\cos(2\pi\beta n+\varphi).$$

An integer $p$ is a period if $V_\beta(n+p)=V_\beta(n)$ for every $n$. For every $\beta$ and $\varphi$,

$$\text{a period } p>0 \text{ exists}\iff \beta\in\mathbb{Q}.$$

If $\beta=a/q$ in lowest terms with $q>0$, and $V_\beta$ is nonzero at some site, the periods are exactly the integer multiples of $q$.

When $\beta$ is replaced by another frequency $\beta'$ at the same phase, the potential changes by a limited amount at each site:

$$|V_\beta(n)-V_{\beta'}(n)|\le 2\pi\,|\beta-\beta'|\,|n|.$$

## Cell length, Bloch blocks and the choice of origin

The single-particle Hamiltonian with real hopping $t$ and modulation strength $W$ acts on complex site amplitudes $\psi$ by

$$(H\psi)(n)=-t\,[\psi(n+1)+\psi(n-1)]+W\,V_\beta(n)\,\psi(n).$$

A code that splits $H$ into Bloch blocks of size $p$ relies on $H$ commuting with translation by $p$ sites. In this non-interacting, one-dimensional model with $W\neq0$, some positive translation commutes with $H$ exactly when $\beta$ is rational. For rational $\beta$ the reduced denominator is a valid cell length, and it is the shortest one unless the potential vanishes everywhere.

The error bound grows with distance from site $0$, so the placement of the origin affects the guarantee. On sites $-N,\dots,N$ the on-site energies differ by at most $2\pi|W||\beta-\beta'|N$. Numbering the same $2N+1$ sites from $0$ to $2N$, so that the two potentials are matched in phase at one end of the segment instead of its centre, doubles that figure.

## From a product of sines to a rational frequency

**The shift as a product.** Apply $\cos A-\cos B=-2\sin\frac{A+B}{2}\sin\frac{A-B}{2}$ with $A=2\pi\beta(n+p)+\varphi$ and $B=2\pi\beta n+\varphi$:

$$V_\beta(n+p)-V_\beta(n)=-2\sin\theta_n\,\sin(\pi\beta p),\qquad \theta_n=2\pi\beta n+\varphi+\pi\beta p.$$

Only the first sine depends on the site.

**When $p$ is a period.** If $\sin(\pi\beta p)=0$, then $\beta p$ is an integer. Otherwise $\sin\theta_n=0$ for every $n$. Since $\theta_{n+p}=\theta_n+2\pi\beta p$,

$$0=\sin\theta_{n+p}=\sin\theta_n\cos(2\pi\beta p)+\cos\theta_n\sin(2\pi\beta p)=\cos\theta_n\sin(2\pi\beta p).$$

Here $\cos\theta_n=\pm1$, so $0=\sin(2\pi\beta p)=2\sin(\pi\beta p)\cos(\pi\beta p)$, and therefore $\cos(\pi\beta p)=0$. Expanding $\sin\theta_n$ once more gives

$$0=\sin(2\pi\beta n+\varphi)\cos(\pi\beta p)+\cos(2\pi\beta n+\varphi)\sin(\pi\beta p)=V_\beta(n)\sin(\pi\beta p),$$

so $V_\beta(n)=0$ at every site. Conversely, if $\beta p=k$ is an integer, the shift adds $2\pi k$ to the argument of the cosine and changes nothing. A potential that is zero everywhere has every integer as a period.

**The vanishing potential.** If $V_\beta$ is zero everywhere, site $0$ gives $\cos\varphi=0$, hence $\sin\varphi=\pm1$. Site $1$ gives

$$0=\cos(2\pi\beta+\varphi)=-\sin(2\pi\beta)\sin\varphi,$$

so $\sin(2\pi\beta)=0$ and $2\beta$ is an integer. The frequency is rational in this case too.

**Rationality and the denominator.** A period $p>0$ thus gives either $\beta=k/p$ or $\beta=k/2$ for some integer $k$. In the other direction, $\beta=a/q$ gives $\beta q=a$, so $q$ is a period. If the potential is not identically zero, a period $p$ must satisfy $ap/q=k$, that is, $ap=qk$. Since $a$ and $q$ are coprime, $q$ divides $p$. Every multiple $p=qm$ works, because $\beta p=am$.

**The Hamiltonian.** Let $(T_p\psi)(n)=\psi(n+p)$. The hopping terms of $HT_p$ and $T_pH$ agree, which leaves

$$(HT_p\psi-T_pH\psi)(n)=W\,[V_\beta(n)-V_\beta(n+p)]\,\psi(n+p).$$

If $p$ is a period, this is zero. If it is zero for all amplitudes, choosing $\psi=1$ everywhere and dividing by $W\neq0$ shows that $p$ is a period.

**The approximant bound.** The same cosine identity gives

$$|V_\beta(n)-V_{\beta'}(n)|=2\,\bigl|\sin(\pi(\beta+\beta')n+\varphi)\bigr|\,\bigl|\sin(\pi(\beta-\beta')n)\bigr|.$$

The first sine is at most $1$ in magnitude, and $|\sin y|\le|y|$ bounds the second by $\pi|\beta-\beta'||n|$.

**The smallest exceptional cell.** Take $\beta=1/2$ and $\varphi=\pi/2$. Then $V_\beta(n)=\cos(\pi n+\pi/2)=0$ at every site, and $p=1$ is a period although the reduced denominator is $2$. With $\varphi=0$ the potential is $(-1)^n$, and the shortest period is $2$.

**A 13-site approximant.** Take $\beta=(\sqrt5-1)/2\approx0.618034$, $\beta'=8/13\approx0.615385$ and $\varphi=0$. The approximant has shortest period $13$, and $2\pi|\beta-\beta'|\approx0.01665$. At site $6$ the two potentials are about $-0.2596$ and $-0.3546$. They differ by $0.0950$, within the bound of $0.0999$. At site $13$ the approximant has returned to $1$, while the original potential is about $0.9767$. The mismatch there is $0.0233$, well below the bound of $0.2164$.

## Lean source for the periods, the Hamiltonian and the bound

```lean
import Mathlib

open Real

namespace AubryAndreCommensurability

noncomputable section

/-- The Aubry-André potential at site `n`, with modulation frequency `β` and phase `φ`. -/
def potential (β φ : ℝ) (n : ℤ) : ℝ := Real.cos (2 * π * β * n + φ)

/-- The Aubry-André Hamiltonian on the infinite chain, with hopping `t` and
modulation strength `W`, acting on site amplitudes `ψ`. -/
def hamiltonian (t W β φ : ℝ) (ψ : ℤ → ℂ) (n : ℤ) : ℂ :=
  -(t : ℂ) * (ψ (n + 1) + ψ (n - 1)) + ((W * potential β φ n : ℝ) : ℂ) * ψ n

/-- Translation of the site amplitudes by `p` lattice sites. -/
def translate (p : ℤ) (ψ : ℤ → ℂ) (n : ℤ) : ℂ := ψ (n + p)

/-- The change of the potential under a shift by `p` sites is a product of two sines,
only one of which depends on the site. -/
theorem potential_shift_sub (β φ : ℝ) (n p : ℤ) :
    potential β φ (n + p) - potential β φ n =
      -2 * Real.sin (2 * π * β * n + φ + π * β * p) * Real.sin (π * β * p) := by
  unfold potential
  rw [Real.cos_sub_cos]
  push_cast
  congr 2
  · congr 1
    ring
  · ring

/-- If the potential vanishes at every site, then twice the modulation frequency
is an integer. -/
theorem two_mul_frequency_of_vanishing {β φ : ℝ} (h : ∀ n, potential β φ n = 0) :
    ∃ k : ℤ, 2 * β = k := by
  have h0 : Real.cos φ = 0 := by simpa [potential] using h 0
  have h1 : Real.cos (2 * π * β + φ) = 0 := by simpa [potential] using h 1
  have hs : Real.sin φ ≠ 0 := by
    intro hs
    have := Real.sin_sq_add_cos_sq φ
    rw [hs, h0] at this
    norm_num at this
  rw [Real.cos_add, h0] at h1
  have h2 : Real.sin (2 * π * β) * Real.sin φ = 0 := by linarith
  obtain ⟨k, hk⟩ := Real.sin_eq_zero_iff.mp ((mul_eq_zero.mp h2).resolve_right hs)
  refine ⟨k, mul_right_cancel₀ Real.pi_ne_zero ?_⟩
  linarith

/-- A shift by `p` sites leaves the potential unchanged exactly when `β p` is an integer
or the potential vanishes at every site. -/
theorem periodic_iff (β φ : ℝ) (p : ℤ) :
    Function.Periodic (potential β φ) p ↔
      (∃ k : ℤ, β * p = k) ∨ ∀ n, potential β φ n = 0 := by
  constructor
  · intro h
    by_cases hd : Real.sin (π * β * p) = 0
    · left
      obtain ⟨k, hk⟩ := Real.sin_eq_zero_iff.mp hd
      refine ⟨k, mul_right_cancel₀ Real.pi_ne_zero ?_⟩
      linarith
    · right
      -- the site-dependent factor has to vanish everywhere
      have hz : ∀ n : ℤ, Real.sin (2 * π * β * n + φ + π * β * p) = 0 := by
        intro n
        have e := potential_shift_sub β φ n p
        rw [h n, sub_self] at e
        have e' : Real.sin (2 * π * β * n + φ + π * β * p) * Real.sin (π * β * p) = 0 := by
          linarith
        exact (mul_eq_zero.mp e').resolve_right hd
      intro n
      have a := hz n
      have b := hz (n + p)
      have harg : 2 * π * β * ((n + p : ℤ) : ℝ) + φ + π * β * p =
          (2 * π * β * n + φ + π * β * p) + 2 * (π * β * p) := by
        push_cast
        ring
      -- comparing sites n and n + p gives cos (π β p) = 0
      rw [harg, Real.sin_add, a, zero_mul, zero_add] at b
      have hc : Real.cos (2 * π * β * n + φ + π * β * p) ≠ 0 := by
        intro hc
        have := Real.sin_sq_add_cos_sq (2 * π * β * n + φ + π * β * p)
        rw [a, hc] at this
        norm_num at this
      have b' := (mul_eq_zero.mp b).resolve_left hc
      rw [Real.sin_two_mul] at b'
      have hcos : Real.cos (π * β * p) = 0 :=
        (mul_eq_zero.mp b').resolve_left (mul_ne_zero two_ne_zero hd)
      rw [Real.sin_add, hcos, mul_zero, zero_add] at a
      exact (mul_eq_zero.mp a).resolve_right hd
  · rintro (⟨k, hk⟩ | h) n
    · unfold potential
      have harg : 2 * π * β * ((n + p : ℤ) : ℝ) + φ =
          (2 * π * β * n + φ) + k * (2 * π) := by
        push_cast
        linear_combination 2 * π * hk
      rw [harg, Real.cos_add_int_mul_two_pi]
    · rw [h, h]

/-- For a rational frequency `r` and a potential that is nonzero at some site, the periods
are exactly the integer multiples of the reduced denominator of `r`. -/
theorem periodic_iff_den_dvd (r : ℚ) (φ : ℝ) (hV : ∃ n, potential r φ n ≠ 0) (p : ℤ) :
    Function.Periodic (potential r φ) p ↔ (r.den : ℤ) ∣ p := by
  have hden : (r : ℝ) * (r.den : ℝ) = (r.num : ℝ) := by
    exact_mod_cast Rat.mul_den_eq_num r
  rw [periodic_iff]
  constructor
  · rintro (⟨k, hk⟩ | h)
    · have e : (r.num : ℝ) * p = r.den * k := by
        linear_combination (r.den : ℝ) * hk - (p : ℝ) * hden
      have e' : r.num * p = (r.den : ℤ) * k := by exact_mod_cast e
      have hc : IsCoprime (r.den : ℤ) r.num := by
        rw [Int.isCoprime_iff_gcd_eq_one]
        exact r.reduced.symm
      exact hc.dvd_of_dvd_mul_left ⟨k, e'⟩
    · obtain ⟨n, hn⟩ := hV
      exact absurd (h n) hn
  · rintro ⟨m, rfl⟩
    left
    refine ⟨r.num * m, ?_⟩
    push_cast
    linear_combination (m : ℝ) * hden

/-- The Aubry-André potential has a positive integer period if and only if its
modulation frequency is rational, whatever the phase. -/
theorem exists_period_iff_rational (β φ : ℝ) :
    (∃ p : ℤ, 0 < p ∧ Function.Periodic (potential β φ) p) ↔ ∃ r : ℚ, (r : ℝ) = β := by
  constructor
  · rintro ⟨p, hp, h⟩
    rcases (periodic_iff β φ p).mp h with ⟨k, hk⟩ | h0
    · have hp' : (p : ℝ) ≠ 0 := by exact_mod_cast hp.ne'
      refine ⟨(k : ℚ) / p, ?_⟩
      push_cast
      rw [div_eq_iff hp']
      exact hk.symm
    · obtain ⟨k, hk⟩ := two_mul_frequency_of_vanishing h0
      refine ⟨(k : ℚ) / 2, ?_⟩
      push_cast
      linarith
  · rintro ⟨r, rfl⟩
    refine ⟨r.den, by exact_mod_cast r.den_pos, (periodic_iff _ φ _).mpr (Or.inl ⟨r.num, ?_⟩)⟩
    exact_mod_cast Rat.mul_den_eq_num r

/-- With nonzero modulation strength, the Aubry-André Hamiltonian commutes with some
translation by a positive number of sites if and only if the frequency is rational. -/
theorem hamiltonian_supercell_iff_rational (t W β φ : ℝ) (hW : W ≠ 0) :
    (∃ p : ℤ, 0 < p ∧ ∀ ψ : ℤ → ℂ,
      hamiltonian t W β φ (translate p ψ) = translate p (hamiltonian t W β φ ψ)) ↔
      ∃ r : ℚ, (r : ℝ) = β := by
  rw [← exists_period_iff_rational β φ]
  constructor
  · rintro ⟨p, hp, h⟩
    refine ⟨p, hp, fun n => ?_⟩
    -- a uniform amplitude reads off the potential
    have e := congrFun (h (fun _ => 1)) n
    simp only [hamiltonian, translate, mul_one] at e
    have e' : W * potential β φ n = W * potential β φ (n + p) :=
      Complex.ofReal_injective (add_left_cancel e)
    exact (mul_left_cancel₀ hW e').symm
  · rintro ⟨p, hp, h⟩
    refine ⟨p, hp, fun ψ => funext fun n => ?_⟩
    simp only [hamiltonian, translate]
    rw [h n, show n + 1 + p = n + p + 1 by ring, show n - 1 + p = n + p - 1 by ring]

/-- Replacing the frequency `β` by `β'` changes the potential at site `n` by at most
`2π |β - β'| |n|`. -/
theorem approximant_error (β β' φ : ℝ) (n : ℤ) :
    |potential β φ n - potential β' φ n| ≤ 2 * π * |β - β'| * |(n : ℝ)| := by
  have hsin : ∀ y : ℝ, |Real.sin y| ≤ |y| := by
    intro y
    apply sq_le_sq.mp
    have h1 := Real.one_sub_sq_div_two_le_cos (x := 2 * y)
    rw [Real.cos_two_mul] at h1
    nlinarith [Real.sin_sq_add_cos_sq y]
  unfold potential
  rw [Real.cos_sub_cos, abs_mul, abs_mul]
  have harg : (2 * π * β * n + φ - (2 * π * β' * n + φ)) / 2 = π * (β - β') * n := by ring
  rw [harg]
  have h2 := hsin (π * (β - β') * n)
  rw [abs_mul, abs_mul, abs_of_pos Real.pi_pos] at h2
  have h3 := Real.abs_sin_le_one ((2 * π * β * n + φ + (2 * π * β' * n + φ)) / 2)
  have h4 : |(-2 : ℝ)| = 2 := by norm_num
  rw [h4]
  have h5 := mul_le_mul_of_nonneg_right h3 (abs_nonneg (Real.sin (π * (β - β') * n)))
  linarith

end

end AubryAndreCommensurability
```

```lean
#print axioms AubryAndreCommensurability.periodic_iff_den_dvd
#print axioms AubryAndreCommensurability.hamiltonian_supercell_iff_rational
#print axioms AubryAndreCommensurability.approximant_error
```

```
'AubryAndreCommensurability.periodic_iff_den_dvd' depends on axioms: [propext, Classical.choice, Quot.sound]
'AubryAndreCommensurability.hamiltonian_supercell_iff_rational' depends on axioms: [propext, Classical.choice, Quot.sound]
'AubryAndreCommensurability.approximant_error' depends on axioms: [propext, Classical.choice, Quot.sound]
```

## Exact real frequencies on an infinite chain

`potential β φ n` is $V_\beta(n)$, with real `β` and `φ` and an integer site `n`. The expression `Function.Periodic (potential β φ) p` says that a shift by `p` leaves the value at every site unchanged. It permits zero and negative `p`, so `exists_period_iff_rational` asks for `0 < p` separately. Its right-hand side, `∃ r : ℚ, (r : ℝ) = β`, says that the real number `β` is rational. The phase is unrestricted.

In `periodic_iff_den_dvd` the frequency is a rational `r`, and `r.den` is its positive reduced denominator. The hypothesis `hV` requires a nonzero potential at some site, which excludes cases such as $\beta=1/2$, $\varphi=\pi/2$.

`hamiltonian` fixes the sign of the hopping as $-t$ and multiplies the cosine by $W$, so a code that writes the modulation as $2\lambda\cos(\cdot)$ has $W=2\lambda$. `translate p` reads the amplitude `p` sites further along. The hypothesis `hW : W ≠ 0` means that the modulation is present; without it the chain is uniform and commutes with every translation, whatever the value of `β`. The hopping may be zero.

The amplitudes are arbitrary functions `ℤ → ℂ`, with no normalisation or decay required, and the constant amplitude used in the argument is not square-summable. An amplitude concentrated on one site would read off the same equality of potentials, so the argument carries over to square-summable states, though the file does not state that version.

`approximant_error` compares potentials site by site at equal phase. It gives no bound on energies, eigenstates or localisation, and it says less than the trivial bound of $2$ once $|n|>1/(\pi|\beta-\beta'|)$. Bloch's theorem itself is not part of the file, which supplies the translation symmetry that a Bloch reduction needs. The frequencies are exact real numbers, whereas a finite floating-point number is always rational, so the criterion applies to the intended frequency and cannot be tested on its stored value.

## How the sine product carries the Lean proof

`potential_shift_sub` obtains the product from `Real.cos_sub_cos`, and `ring` identifies the half-sum and half-difference of the arguments. `two_mul_frequency_of_vanishing` evaluates the potential at sites $0$ and $1$, then uses `Real.sin_eq_zero_iff` to turn a zero of the sine into an integer multiple of $\pi$.

`periodic_iff` splits on whether $\sin(\pi\beta p)$ is zero. In the nonzero case, `hz` records that $\sin\theta_n$ vanishes at all sites, `harg` writes $\theta_{n+p}$ as $\theta_n+2\pi\beta p$, and `hcos` is the resulting $\cos(\pi\beta p)=0$. A last use of `Real.sin_add` gives $V_\beta(n)=0$. The converse for integer $\beta p$ is `Real.cos_add_int_mul_two_pi`.

`periodic_iff_den_dvd` clears the denominator to reach $ap=qk$ and applies coprimality. `exists_period_iff_rational` takes the two alternatives of `periodic_iff` in turn, producing the rational numbers $k/p$ and $k/2$; for the converse it supplies the reduced denominator as the period.

`hamiltonian_supercell_iff_rational` first replaces rationality by the existence of a period. It then inserts the constant amplitude $1$, cancels the equal hopping terms and divides out `W`. For the converse it substitutes the periodicity of the potential and matches the shifted site indices.

In `approximant_error`, the auxiliary statement `hsin` proves $|\sin y|\le|y|$ from the inequality $\cos 2y\ge1-2y^2$: since $\cos2y=1-2\sin^2y$, it follows that $\sin^2y\le y^2$. The remaining lines bound the other sine by $1$ and multiply the two estimates.
